# Distinct Real Levels of a Finite Pseudo-Hermitian Hamiltonian Stay Real under Weak Coupling with the Same Metric

Couple two levels at a and −a, with a real and nonzero, by an antisymmetric term of real strength g: the energies satisfy z² = a² − g², so they stay real and distinct until |g| reaches |a|. If an N by N Hamiltonian has N distinct real levels, they likewise stay real and distinct under weak enough coupling, provided that the unperturbed Hamiltonian H₀ and the coupling V obey ηH₀ = H₀\*η and ηV = V\*η with one invertible Hermitian matrix η, where \* is the conjugate transpose.

```lean
import Mathlib

open Matrix Polynomial Topology

namespace PseudoHermitianRobustness

noncomputable section

variable {n : Type*} [Fintype n] [DecidableEq n]

/-- `H` is pseudo-Hermitian with respect to the metric `η`: `η H = H* η`. -/
def IsPseudoHermitian (η H : Matrix n n ℂ) : Prop := η * H = Hᴴ * η

/-- The complex number `z` is an energy of `H`: some nonzero state `x` satisfies `H x = z x`. -/
def IsEnergy (H : Matrix n n ℂ) (z : ℂ) : Prop := ∃ x : n → ℂ, x ≠ 0 ∧ H *ᵥ x = z • x

/-- The secular function at real energy `x`: the real part of `det (η (x - H))`. -/
def secular (η H : Matrix n n ℂ) (x : ℝ) : ℝ := (η * ((x : ℂ) • 1 - H)).det.re

/-- The energies of `H` are the solutions of the secular equation `det (z - H) = 0`. -/
theorem isEnergy_iff_det (H : Matrix n n ℂ) (z : ℂ) :
    IsEnergy H z ↔ (z • (1 : Matrix n n ℂ) - H).det = 0 := by
  rw [← Matrix.exists_mulVec_eq_zero_iff]
  refine exists_congr fun x => and_congr_right fun _ => ?_
  rw [Matrix.sub_mulVec, Matrix.smul_mulVec, Matrix.one_mulVec, sub_eq_zero]
  exact eq_comm

/-- If an `n` by `n` matrix has `n` distinct real energies `E i`, then
`det (z - H)` is the product of the factors `z - E i`. -/
theorem det_eq_prod {H : Matrix n n ℂ} {E : n → ℝ} (hE : Function.Injective E)
    (hH : ∀ i, IsEnergy H (E i)) (z : ℂ) :
    (z • (1 : Matrix n n ℂ) - H).det = ∏ i, (z - (E i : ℂ)) := by
  have hev : ∀ w : ℂ, H.charpoly.eval w = (w • (1 : Matrix n n ℂ) - H).det := fun w => by
    rw [Matrix.eval_charpoly, Matrix.scalar_apply, ← Matrix.smul_one_eq_diagonal]
  have hinj : Function.Injective (fun i => (E i : ℂ)) := Complex.ofReal_injective.comp hE
  -- distinct roots give coprime factors, and the degrees agree
  have hp : H.charpoly = ∏ i, (X - C (E i : ℂ)) := by
    apply Polynomial.eq_of_monic_of_dvd_of_natDegree_le
      (Polynomial.monic_prod_of_monic _ _ fun i _ => monic_X_sub_C _) H.charpoly_monic
    · apply Finset.prod_dvd_of_coprime
      · intro i _ j _ hij
        exact Polynomial.pairwise_coprime_X_sub_C hinj hij
      · intro i _
        rw [Polynomial.dvd_iff_isRoot, Polynomial.IsRoot.def, hev]
        exact (isEnergy_iff_det H _).1 (hH i)
    · rw [Matrix.charpoly_natDegree_eq_dim,
        Polynomial.natDegree_prod_of_monic _ _ fun i _ => monic_X_sub_C _]
      simp
  rw [← hev, hp, Polynomial.eval_prod]
  simp

/-- The determinant of a Hermitian matrix is real. -/
theorem det_real {M : Matrix n n ℂ} (hM : M.IsHermitian) : (M.det.re : ℂ) = M.det := by
  have h : star M.det = M.det := by rw [← Matrix.det_conjTranspose, hM.eq]
  exact Complex.conj_eq_iff_re.1 h

/-- For an invertible Hermitian metric `η` and a pseudo-Hermitian `H`, every real zero of the
secular function is an energy of `H`. -/
theorem isEnergy_of_secular {η H : Matrix n n ℂ} (hη : η.IsHermitian) (hu : IsUnit η)
    (h : IsPseudoHermitian η H) {x : ℝ} (hx : secular η H x = 0) : IsEnergy H x := by
  have hM : (η * ((x : ℂ) • 1 - H)).IsHermitian := by
    unfold IsPseudoHermitian at h
    unfold Matrix.IsHermitian
    rw [Matrix.conjTranspose_mul, Matrix.conjTranspose_sub, Matrix.conjTranspose_smul,
      Matrix.conjTranspose_one, hη.eq, Complex.star_def, Complex.conj_ofReal, Matrix.sub_mul,
      Matrix.mul_sub, Matrix.smul_mul, Matrix.mul_smul, Matrix.one_mul, Matrix.mul_one, h]
  have h0 := det_real hM
  unfold secular at hx
  rw [hx, Complex.ofReal_zero, Matrix.det_mul] at h0
  exact (isEnergy_iff_det H _).2
    ((mul_eq_zero.1 h0.symm).resolve_left ((Matrix.isUnit_iff_isUnit_det η).1 hu).ne_zero)

/-- Let `η` be Hermitian and invertible, and let `H` have `n` distinct real energies. The secular
function has opposite signs at `E i - δ` and `E i + δ` if `δ > 0` is less than the distance from
`E i` to every other level. -/
theorem secular_sign_change {η H : Matrix n n ℂ} (hη : η.IsHermitian) (hu : IsUnit η)
    {E : n → ℝ} (hE : Function.Injective E) (hH : ∀ i, IsEnergy H (E i)) (i : n) {δ : ℝ}
    (hδ : 0 < δ) (hgap : ∀ j, j ≠ i → δ < |E i - E j|) :
    secular η H (E i - δ) * secular η H (E i + δ) < 0 := by
  have hs : ∀ x : ℝ, secular η H x = η.det.re * ∏ j, (x - E j) := fun x => by
    have hc : ∏ j, ((x : ℂ) - (E j : ℂ)) = ((∏ j, (x - E j) : ℝ) : ℂ) := by
      rw [Complex.ofReal_prod]
      simp
    unfold secular
    rw [Matrix.det_mul, det_eq_prod hE hH, hc, Complex.mul_re, Complex.ofReal_re,
      Complex.ofReal_im, mul_zero, sub_zero]
  have hc : η.det.re ≠ 0 := fun h0 => by
    have h1 := det_real hη
    rw [h0, Complex.ofReal_zero] at h1
    exact ((Matrix.isUnit_iff_isUnit_det η).1 hu).ne_zero h1.symm
  -- all factors except the one of level `i` keep their sign
  have hpos : 0 < ∏ j ∈ Finset.univ.erase i, ((E i - δ - E j) * (E i + δ - E j)) := by
    refine Finset.prod_pos fun j hj => ?_
    have h1 := hgap j (Finset.ne_of_mem_erase hj)
    have h2 : 0 < (|E i - E j| - δ) * (|E i - E j| + δ) :=
      mul_pos (by linarith) (by linarith)
    nlinarith [sq_abs (E i - E j)]
  have hsplit : (∏ j, (E i - δ - E j)) * ∏ j, (E i + δ - E j) =
      ((E i - δ - E i) * (E i + δ - E i)) *
        ∏ j ∈ Finset.univ.erase i, ((E i - δ - E j) * (E i + δ - E j)) := by
    rw [← Finset.prod_mul_distrib]
    exact (Finset.mul_prod_erase Finset.univ
      (fun j => (E i - δ - E j) * (E i + δ - E j)) (Finset.mem_univ i)).symm
  have hfin := mul_pos (mul_pos (sq_pos_of_ne_zero hc) (pow_pos hδ 2)) hpos
  rw [hs, hs, mul_mul_mul_comm, hsplit]
  linarith

/-- **Robustness of unbroken symmetry.** Let `H₀` and `V` be pseudo-Hermitian for the same
invertible Hermitian `η`, and let `H₀` have `n` distinct real energies. Given `ε > 0`, for all
sufficiently small real `g` the energies of `H₀ + g V` are `n` distinct real numbers, each within
`ε` of its unperturbed value. -/
theorem unbroken_symmetry_robust {η H₀ V : Matrix n n ℂ} (hη : η.IsHermitian) (hu : IsUnit η)
    (h₀ : IsPseudoHermitian η H₀) (hV : IsPseudoHermitian η V)
    {E : n → ℝ} (hE : Function.Injective E) (hH : ∀ i, IsEnergy H₀ (E i))
    {ε : ℝ} (hε : 0 < ε) :
    ∃ g₀ > 0, ∀ g : ℝ, |g| < g₀ → ∃ E' : n → ℝ, Function.Injective E' ∧
      (∀ i, |E' i - E i| < ε) ∧
      ∀ z : ℂ, IsEnergy (H₀ + (g : ℂ) • V) z ↔ ∃ i, z = E' i := by
  -- choose disjoint intervals around the levels
  have hsmall : ∀ᶠ δ : ℝ in 𝓝[>] 0, ∀ i j, i ≠ j → 2 * δ < |E i - E j| := by
    refine Filter.eventually_all.2 fun i => Filter.eventually_all.2 fun j => ?_
    by_cases hij : i = j
    · exact Filter.Eventually.of_forall fun _ h => absurd hij h
    · have hd : 0 < |E i - E j| := abs_pos.2 (sub_ne_zero.2 (hE.ne hij))
      filter_upwards [Ioo_mem_nhdsGT (half_pos hd)] with δ hδ _
      linarith [hδ.2]
  obtain ⟨δ, hgap, hδ, hδε⟩ := (hsmall.and (show ∀ᶠ δ : ℝ in 𝓝[>] 0, δ ∈ Set.Ioo 0 ε from
    Ioo_mem_nhdsGT hε)).exists
  -- the sign changes survive a small perturbation
  have hcg : ∀ x : ℝ, Continuous fun g : ℝ => secular η (H₀ + (g : ℂ) • V) x := fun x => by
    unfold secular
    exact Complex.continuous_re.comp (Continuous.matrix_det (by fun_prop))
  have hsign : ∀ᶠ g : ℝ in 𝓝 0, ∀ i, secular η (H₀ + (g : ℂ) • V) (E i - δ) *
      secular η (H₀ + (g : ℂ) • V) (E i + δ) < 0 := by
    refine Filter.eventually_all.2 fun i => ?_
    refine ((hcg (E i - δ)).mul (hcg (E i + δ))).continuousAt.eventually_lt
      continuousAt_const ?_
    simpa using secular_sign_change hη hu hE hH i hδ
      fun j hj => by linarith [hgap i j hj.symm]
  obtain ⟨g₀, hg₀, hg⟩ := Metric.eventually_nhds_iff.1 hsign
  refine ⟨g₀, hg₀, fun g hgs => ?_⟩
  have hs := hg (show dist g 0 < g₀ by simpa [Real.dist_eq] using hgs)
  have hP : IsPseudoHermitian η (H₀ + (g : ℂ) • V) := by
    unfold IsPseudoHermitian at *
    rw [Matrix.conjTranspose_add, Matrix.conjTranspose_smul, Matrix.mul_add, Matrix.add_mul,
      Matrix.mul_smul, Matrix.smul_mul, h₀, hV, Complex.star_def, Complex.conj_ofReal]
  have hcx : Continuous (secular η (H₀ + (g : ℂ) • V)) := by
    unfold secular
    exact Complex.continuous_re.comp (Continuous.matrix_det (by fun_prop))
  -- each interval contains a real energy
  have hroot : ∀ i, ∃ x ∈ Set.Ioo (E i - δ) (E i + δ),
      secular η (H₀ + (g : ℂ) • V) x = 0 := fun i => by
    have hle : E i - δ ≤ E i + δ := by linarith
    rcases mul_neg_iff.1 (hs i) with h | h
    · exact intermediate_value_Ioo' hle hcx.continuousOn ⟨h.2, h.1⟩
    · exact intermediate_value_Ioo hle hcx.continuousOn ⟨h.1, h.2⟩
  choose E' hmem hzero using hroot
  have hclose : ∀ i, |E' i - E i| < δ := fun i =>
    abs_lt.2 ⟨by linarith [(hmem i).1], by linarith [(hmem i).2]⟩
  have hE' : Function.Injective E' := fun i j hij => by
    by_contra hne
    have h1 := abs_sub_le (E i) (E' i) (E j)
    rw [abs_sub_comm (E i) (E' i)] at h1
    have h2 := hclose j
    rw [← hij] at h2
    linarith [hgap i j hne, hclose i]
  refine ⟨E', hE', fun i => (hclose i).trans hδε, fun z => ?_⟩
  rw [isEnergy_iff_det, det_eq_prod hE' fun i => isEnergy_of_secular hη hu hP (hzero i)]
  simp [Finset.prod_eq_zero_iff, sub_eq_zero]

/-- The two-level Hamiltonian with diagonal entries `a` and `-a`. -/
def twoLevel (a : ℝ) : Matrix (Fin 2) (Fin 2) ℂ := !![(a : ℂ), 0; 0, -(a : ℂ)]

/-- The real antisymmetric coupling of two levels. -/
def coupling : Matrix (Fin 2) (Fin 2) ℂ := !![0, 1; -1, 0]

/-- The energies `z` of the coupled two-level system are the solutions of `z² = a² - g²`. -/
theorem twoLevel_energy (a g : ℝ) (z : ℂ) :
    IsEnergy (twoLevel a + (g : ℂ) • coupling) z ↔ z ^ 2 = (a : ℂ) ^ 2 - (g : ℂ) ^ 2 := by
  have hdet : (z • (1 : Matrix (Fin 2) (Fin 2) ℂ) - (twoLevel a + (g : ℂ) • coupling)).det =
      z ^ 2 - (a : ℂ) ^ 2 + (g : ℂ) ^ 2 := by
    rw [Matrix.det_fin_two]
    simp [twoLevel, coupling]
    ring
  rw [isEnergy_iff_det, hdet]
  constructor <;> intro h <;> linear_combination h

/-- For `a ≠ 0` the two-level system with metric `diag(1, -1)` and levels `a`, `-a` meets all
hypotheses of the robustness theorem. -/
theorem unbroken_symmetry_robust_witness {a : ℝ} (ha : a ≠ 0) :
    (!![1, 0; 0, -1] : Matrix (Fin 2) (Fin 2) ℂ).IsHermitian ∧
    IsUnit (!![1, 0; 0, -1] : Matrix (Fin 2) (Fin 2) ℂ) ∧
    IsPseudoHermitian !![1, 0; 0, -1] (twoLevel a) ∧
    IsPseudoHermitian !![1, 0; 0, -1] coupling ∧
    Function.Injective ![a, -a] ∧ ∀ i, IsEnergy (twoLevel a) ((![a, -a] i : ℝ) : ℂ) := by
  refine ⟨?_, ?_, ?_, ?_, ?_, ?_⟩
  · ext i j
    fin_cases i <;> fin_cases j <;> simp
  · rw [Matrix.isUnit_iff_isUnit_det, Matrix.det_fin_two]
    simp
  · unfold IsPseudoHermitian
    ext i j
    fin_cases i <;> fin_cases j <;> simp [twoLevel, Matrix.mul_apply, Fin.sum_univ_succ]
  · unfold IsPseudoHermitian
    ext i j
    fin_cases i <;> fin_cases j <;> simp [coupling, Matrix.mul_apply, Fin.sum_univ_succ]
  · have h1 : a ≠ -a := fun h => ha (by linarith)
    have h2 : -a ≠ a := fun h => ha (by linarith)
    intro i j h
    fin_cases i <;> fin_cases j
    · rfl
    · exact absurd h h1
    · exact absurd h h2
    · rfl
  · intro i
    have h := twoLevel_energy a 0 ((![a, -a] i : ℝ) : ℂ)
    rw [Complex.ofReal_zero, zero_smul, add_zero] at h
    rw [h]
    fin_cases i <;> simp

/-- If the two levels are degenerate (`a = 0`), every nonzero real coupling strength `g` leaves the
system without any real energy. -/
theorem degenerate_levels_break {g : ℝ} (hg : g ≠ 0) (x : ℝ) :
    ¬ IsEnergy (twoLevel 0 + (g : ℂ) • coupling) x := by
  rw [twoLevel_energy]
  intro h
  have h' : x ^ 2 = 0 ^ 2 - g ^ 2 := by exact_mod_cast h
  have hg2 : 0 < g ^ 2 := sq_pos_of_ne_zero hg
  nlinarith [sq_nonneg x]

end

end PseudoHermitianRobustness
```

```lean
#print axioms PseudoHermitianRobustness.unbroken_symmetry_robust
#print axioms PseudoHermitianRobustness.degenerate_levels_break
```

```
'PseudoHermitianRobustness.unbroken_symmetry_robust' depends on axioms: [propext, Classical.choice, Quot.sound]
'PseudoHermitianRobustness.degenerate_levels_break' depends on axioms: [propext, Classical.choice, Quot.sound]
```

## Real energies without Hermiticity

A non-Hermitian Hamiltonian may have energies that aren't real, and the modes with such energies grow or decay exponentially in time. The question is whether a spectrum that is entirely real survives a small change of the Hamiltonian.

The matrix η, called the metric, defines the inner product ⟨x, ηy⟩, and ηH = H\*η says that H is self-adjoint with respect to it. This product may be indefinite, so a real spectrum isn't automatic. Invertibility means that no nonzero state is η-orthogonal to every state.

The random-phase approximation in a finite basis has this structure, with η = diag(1, −1) in blocks for excitations and de-excitations. If all its energies are real and distinct, a sufficiently small change of the matrix that keeps the structure can't make an excitation energy complex. For a device with gain and loss, it is left to the user to show that the effective Hamiltonian is a finite matrix whose levels are all real and distinct, and that this matrix and its perturbation obey the η relations exactly with the same η.

## Levels, metric and coupling in Lean

The letter `n` is a finite type that labels the basis states, not a number; write N for its size. `IsEnergy H z` says that the complex number z has a nonzero eigenvector, so "energy" includes complex eigenvalues. `IsPseudoHermitian η H` is the relation ηH = H\*η alone; that η is Hermitian and invertible enters separately, as `hη` and `hu`.

The unperturbed levels are a function `E : n → ℝ`. It is injective, and each value is an energy of H₀, so H₀ has N distinct real energies.

The theorem `unbroken_symmetry_robust` then says: for every ε > 0 there is g₀ > 0 such that, for each real g with |g| < g₀, there are distinct real numbers E'ᵢ with |E'ᵢ − Eᵢ| < ε, and a complex z is an energy of H₀ + gV exactly when it equals some E'ᵢ. The last clause excludes any further complex energies. No value of g₀ is given. "Unbroken symmetry" here means that the spectrum is real; no parity or time-reversal operator appears.

## Why each level stays on the real axis

**Energies as zeros.** The equation Hx = zx has a nonzero solution x exactly when z − H is singular, that is, when det(z − H) = 0. This is `isEnergy_iff_det`.

**A real secular function.** For real x,

(η(x − H))\* = (x − H\*)η = xη − H\*η = xη − ηH = η(x − H).

The matrix is Hermitian, so its determinant equals its own complex conjugate and is real (`det_real`). Define

f(x) = det(η(x − H)) = det η · det(x − H).

This differs from the textbook secular determinant by the factor det η, which is real and nonzero. A real zero of f is therefore an energy, as `isEnergy_of_secular` states. In Lean, `secular` is defined as the real part of this determinant, and `det_real` shows that nothing is lost.

**No room for other energies.** The polynomial det(z − H) is monic of degree N. If H has N distinct real energies Eᵢ, each factor z − Eᵢ divides it. The factors are coprime, so their product divides it too, and the degrees agree:

det(z − H) = ∏ᵢ (z − Eᵢ).

This is `det_eq_prod`.

**A sign change at each level.** Choose δ > 0 with δ < ε and 2δ < |Eᵢ − Eⱼ| for all i ≠ j. Let f₀ be the secular function of H₀. By the product formula,

f₀(Eᵢ − δ) f₀(Eᵢ + δ) = −δ² (det η)² ∏ⱼ≠ᵢ ((Eᵢ − Eⱼ)² − δ²) < 0,

because every factor of the last product is positive. In `secular_sign_change`, `hsplit` separates the factor of level i and `hpos` gives the sign of the rest.

**Switching on the coupling.** Let f_g be the secular function of H₀ + gV. At a fixed point x, f_g(x) is continuous in g. Each of the N products f_g(Eᵢ − δ) f_g(Eᵢ + δ) is negative at g = 0 and so remains negative for small |g|. As there are finitely many, one g₀ serves for all of them; this is `hsign`.

For real g,

η(H₀ + gV) = H₀\*η + gV\*η = (H₀ + gV)\*η,

so the perturbed Hamiltonian is pseudo-Hermitian with the same η (`hP`). Its secular function is continuous in x and changes sign between Eᵢ − δ and Eᵢ + δ. The intermediate value theorem gives a zero E'ᵢ between them (`hroot`), and this zero is an energy.

If E'ᵢ = E'ⱼ for some i ≠ j, the triangle inequality would give

|Eᵢ − Eⱼ| ≤ |Eᵢ − E'ᵢ| + |E'ⱼ − Eⱼ| < 2δ,

against the choice of δ. The E'ᵢ are thus N distinct energies of an N by N matrix, and `det_eq_prod`, now applied to H₀ + gV, shows that they are all of them.

## Two levels in numbers

For the two-level model,

H₀ + gV = [[a, g], [−g, −a]], η = diag(1, −1).

Its determinant condition is

(z − a)(z + a) + g² = 0,

which gives z² = a² − g², the content of `twoLevel_energy`. The theorem `unbroken_symmetry_robust_witness` confirms that this model meets every hypothesis when a ≠ 0.

Take a = 1 and g = 0.6. Then z² = 0.64 and the energies are ±0.8. With det η = −1, the secular function is

f_g(x) = 1 − g² − x² = 0.64 − x².

For δ = 0.5, the interval around the upper level runs from 0.5 to 1.5. There f_g(0.5) = 0.39 and f_g(1.5) = −1.61, so the sign change is still present and encloses 0.8. The lower level follows by symmetry. With this δ, the sign changes last while 0.75 − g² > 0, that is, for |g| < 0.866, somewhat short of the point |g| = 1 where the two levels meet.

## A degeneracy that breaks at once

Set a = 0. Then H₀ = 0, and both levels sit at zero. The η relations still hold, but the levels aren't distinct. The energies now satisfy

z² = −g²,

so they are ±ig, and `degenerate_levels_break` states that no real energy exists for any real g ≠ 0. Since H₀ = 0 has real energies and a complete set of eigenvectors, these two properties alone don't protect the spectrum when the metric is indefinite.
